# Peak amplitudes given by exp(−tR) are sums of power series in the mixing time

The peak amplitudes after a mixing time t are modelled as the entries of the matrix exp(−tR), where R is a real square matrix with a finite index set. The lemma states that the amplitude at position (i, j) is the sum of the convergent series with terms (−t)^k (R^k)_ij / k!, for k = 0, 1, 2 and so on. Nothing further is assumed of R, such as symmetry or the signs of its entries, and t may be any real number. The attempt starts from the exponential series for the whole matrix, carries it through the continuous additive map that reads off one entry, and then matches the result with the stated series.

In Lean, a first try:

```lean
import Mathlib

open Filter Topology
open scoped Matrix.Norms.Operator

namespace MixingHasSum

variable {n : Type*} [Fintype n] [DecidableEq n]

/-- The mixing matrix `exp (-tR)`, whose entries are the peak amplitudes after the
mixing time `t`. -/
noncomputable def mixing (R : Matrix n n ℝ) (t : ℝ) : Matrix n n ℝ :=
  NormedSpace.exp (-(t • R))

/-- Each peak amplitude is the sum of its power series in the mixing time. -/
theorem mixing_hasSum (R : Matrix n n ℝ) (t : ℝ) (i j : n) :
    HasSum (fun k : ℕ => (-t) ^ k * ((R ^ k) i j / (k.factorial : ℝ)))
      (mixing R t i j) := by
  have h := (NormedSpace.exp_series_hasSum_exp' (𝕂 := ℝ) ((-t) • R)).map
    (AddMonoidHom.mk' (fun M : Matrix n n ℝ => M i j) (fun _ _ => rfl))
    (continuous_id.matrix_elem i j)
  have e : mixing R t = NormedSpace.exp ((-t) • R) := by rw [mixing, neg_smul]
  rw [e]
  convert h using 1
  funext k
  change _ = ((k.factorial : ℝ)⁻¹ • ((-t) • R) ^ k) i j
  rw [smul_pow, Matrix.smul_apply, Matrix.smul_apply, smul_eq_mul, smul_eq_mul]
  ring

end MixingHasSum
```

Compiling this gives:

```
Main.lean:18:26: error: unsolved goals
case e'_6
n : Type u_1
inst✝¹ : Fintype n
inst✝ : DecidableEq n
R : Matrix n n ℝ
t : ℝ
i j : n
h :
  HasSum (⇑(AddMonoidHom.mk' (fun M => M i j) ⋯) ∘ fun n_1 => (↑n_1.factorial)⁻¹ • (-t • R) ^ n_1)
    ((AddMonoidHom.mk' (fun M => M i j) ⋯) (NormedSpace.exp (-t • R)))
e : mixing R t = NormedSpace.exp (-t • R)
⊢ NormedSpace.exp (-t • R) i j = (AddMonoidHom.mk' (fun M => M i j) ⋯) (NormedSpace.exp (-t • R))
```

What went wrong. The error reports a goal that was never proved. `convert h using 1` reduces the claim to two equalities between the stated `HasSum` and `h`: one for the terms of the series, one for its value. The lines from `funext k` to `ring` prove only the first, and the proof ends there.

The goal left over says that the (i, j) entry of `NormedSpace.exp (-t • R)` equals the map built by `AddMonoidHom.mk'` applied to that same matrix. That map is defined as reading off the (i, j) entry, so the two sides agree by definition, though they are written differently and `convert` did not close the goal itself.

The added `· rfl` proves it by unfolding the definition. The bullet and indentation round the earlier lines are mere tidying: they mark those lines as the proof of the first goal, and the steps themselves are unchanged.

Lean accepts the file once it reads:

```diff
@@ -23,8 +23,9 @@
   rw [e]
   convert h using 1
-  funext k
-  change _ = ((k.factorial : ℝ)⁻¹ • ((-t) • R) ^ k) i j
-  rw [smul_pow, Matrix.smul_apply, Matrix.smul_apply, smul_eq_mul, smul_eq_mul]
-  ring
+  · funext k
+    change _ = ((k.factorial : ℝ)⁻¹ • ((-t) • R) ^ k) i j
+    rw [smul_pow, Matrix.smul_apply, Matrix.smul_apply, smul_eq_mul, smul_eq_mul]
+    ring
+  · rfl
 
 end MixingHasSum
```
